# For powers of one excitation operator, if exp(V) lies in 1 + V then the ranks in V are additively closed up to the maximal rank

The model is the real algebra ℝ[x]/(x^(N+1)) generated by one excitation operator x, and V is the real span of the powers x^k whose rank k lies in a set `S`. The theorem `rankClosed_of_exp_mem` says that if 0 is not in `S`, and if exp(t) − 1 lies in V for every cluster operator t in V, then `S` contains i + j whenever it contains i and j and i + j ≤ N. The exponential is written as its series through order N + 1, which loses nothing here, since an operator without a constant term has vanishing powers from order N + 1 on. The proof supposes that i + j is missing from `S` and tests the hypothesis on x^i + x^j. The square of this operator puts a positive coefficient on x^(i+j), no other term of the series can cancel it, and yet membership in V would force that coefficient to be zero.

The failing Lean file:

```lean
import Mathlib

open Polynomial

namespace RankClosedOfExpMem

noncomputable section

/-- The real algebra `ℝ[x]/(x^(N+1))` generated by one excitation operator `x`. -/
abbrev ExcAlg (N : ℕ) := ℝ[X] ⧸ Ideal.span {(X : ℝ[X]) ^ (N + 1)}

/-- The map that reads a polynomial as an element of the truncated excitation algebra. -/
def proj (N : ℕ) : ℝ[X] →ₐ[ℝ] ExcAlg N :=
  Ideal.Quotient.mkₐ ℝ (Ideal.span {(X : ℝ[X]) ^ (N + 1)})

/-- The elementary excitation operator `x`. -/
def exc (N : ℕ) : ExcAlg N := proj N X

/-- The space `V`, the real linear span of the excitations `x^k` with rank `k` in `S`. -/
abbrev ampl (N : ℕ) (S : Set ℕ) : Submodule ℝ (ExcAlg N) :=
  Submodule.span ℝ ((fun k : ℕ => exc N ^ k) '' S)

/-- The ranks in `S` are additively closed up to the maximal rank `N`. -/
def RankClosed (N : ℕ) (S : Set ℕ) : Prop :=
  ∀ i ∈ S, ∀ j ∈ S, i + j ≤ N → i + j ∈ S

/-- The exponential series of a cluster operator, through order `N + 1`. -/
def clusterExp (N : ℕ) (t : ExcAlg N) : ExcAlg N :=
  ∑ k ∈ Finset.range (N + 2), ((k.factorial : ℝ)⁻¹) • t ^ k

variable {N : ℕ} {S : Set ℕ}

/-- A polynomial that represents an element of `V` has no component of a rank `m ≤ N`
outside `S`. -/
theorem coeff_eq_zero_of_mem {p : ℝ[X]} (hp : proj N p ∈ ampl N S) {m : ℕ}
    (hm : m ≤ N) (hmS : m ∉ S) : p.coeff m = 0 := by
  -- choose a representative that has only ranks in `S`
  obtain ⟨q, hq, hqS⟩ : ∃ q : ℝ[X], proj N q = proj N p ∧ ∀ k, k ∉ S → q.coeff k = 0 := by
    generalize proj N p = v at hp ⊢
    induction hp using Submodule.span_induction with
    | mem v hv =>
      obtain ⟨k, hk, rfl⟩ := hv
      exact ⟨X ^ k, map_pow _ _ _, fun l hl => by
        rw [coeff_X_pow, if_neg (fun h : l = k => hl (h ▸ hk))]⟩
    | zero => exact ⟨0, map_zero _, fun _ _ => coeff_zero _⟩
    | add u v _ _ hu hv =>
      obtain ⟨p, hp, hpS⟩ := hu
      obtain ⟨q, hq, hqS⟩ := hv
      exact ⟨p + q, by rw [map_add, hp, hq], fun l hl => by
        rw [coeff_add, hpS l hl, hqS l hl, add_zero]⟩
    | smul c v _ hv =>
      obtain ⟨p, hp, hpS⟩ := hv
      exact ⟨c • p, by rw [map_smul, hp], fun l hl => by
        rw [coeff_smul, hpS l hl, smul_zero]⟩
  have h0 : proj N (p - q) = 0 := by rw [map_sub, hq, sub_self]
  have hd : p - q ∈ Ideal.span {(X : ℝ[X]) ^ (N + 1)} :=
    Ideal.Quotient.eq_zero_iff_mem.1 h0
  have h := X_pow_dvd_iff.1 (Ideal.mem_span_singleton.1 hd) m (by omega)
  rwa [coeff_sub, hqS m hmS, sub_zero] at h

/-- If all ranks in `S` are positive and the exponential of every operator in `V` lies in
`1 + V`, then the ranks are additively closed. -/
theorem rankClosed_of_exp_mem (h0 : 0 ∉ S)
    (h : ∀ t ∈ ampl N S, clusterExp N t - 1 ∈ ampl N S) : RankClosed N S := by
  intro i hi j hj hij
  by_contra hm
  have hi0 : i ≠ 0 := fun e => h0 (e ▸ hi)
  -- test operator `x^i + x^j`
  obtain ⟨p, hp⟩ : ∃ p : ℝ[X], p = X ^ i + X ^ j := ⟨_, rfl⟩
  have hpV : proj N p ∈ ampl N S := by
    rw [hp, map_add, map_pow, map_pow]
    exact Submodule.add_mem _ (Submodule.subset_span ⟨i, hi, rfl⟩)
      (Submodule.subset_span ⟨j, hj, rfl⟩)
  have hE : proj N (∑ k ∈ Finset.range (N + 2), ((k.factorial : ℝ)⁻¹) • p ^ k - 1)
      = clusterExp N (proj N p) - 1 := by
    simp only [clusterExp, map_sub, map_sum, map_smul, map_pow, map_one]
  have hmem := h _ hpV
  rw [← hE] at hmem
  have hc := coeff_eq_zero_of_mem hmem hij hm
  rw [coeff_sub, finset_sum_coeff, coeff_one, if_neg (by omega), sub_zero] at hc
  -- no cancellation is possible, since all coefficients are nonnegative
  have hp1 : ∀ l, 0 ≤ p.coeff l := by
    intro l
    rw [hp, coeff_add, coeff_X_pow, coeff_X_pow]
    split_ifs <;> norm_num
  have hnn : ∀ k l : ℕ, 0 ≤ (p ^ k).coeff l := by
    intro k
    induction k with
    | zero =>
      intro l
      rw [pow_zero, coeff_one]
      split_ifs <;> norm_num
    | succ k ih =>
      intro l
      rw [pow_succ, coeff_mul]
      exact Finset.sum_nonneg fun x _ => mul_nonneg (ih _) (hp1 _)
  have hpi : 0 < p.coeff i := by
    rw [hp, coeff_add, coeff_X_pow_self, coeff_X_pow]
    split_ifs <;> norm_num
  have hpj : 0 < p.coeff j := by
    rw [hp, add_comm, coeff_add, coeff_X_pow_self, coeff_X_pow]
    split_ifs <;> norm_num
  have h2 : 0 < (p ^ 2).coeff (i + j) := by
    rw [sq, coeff_mul]
    exact Finset.sum_pos' (fun x _ => mul_nonneg (hp1 _) (hp1 _))
      ⟨(i, j), Finset.mem_antidiagonal.2 rfl, mul_pos hpi hpj⟩
  refine (Finset.sum_pos' (fun k _ => ?_)
    ⟨2, Finset.mem_range.2 (by omega), ?_⟩).ne' hc
  · rw [coeff_smul, smul_eq_mul]
    exact mul_nonneg (by positivity) (hnn k _)
  · rw [coeff_smul, smul_eq_mul]
    exact mul_pos (by positivity) h2

end

end RankClosedOfExpMem
```

The compiler's answer:

```
Main.lean:80:17: warning: `Polynomial.finset_sum_coeff` has been deprecated: Use `Polynomial.finsetSum_coeff` instead
Main.lean:106:41: error: Application type mismatch: The argument
  rfl
has type
  ?m.553 = ?m.553
but is expected to have type
  ?m.549.1 ∈ ?m.544 ∧ ?m.549.2 ∈ ?m.545 ∧ ?m.549.1 + ?m.549.2 = ?m.548
in the application
  Finset.mem_antidiagonal.mpr rfl
```

What went wrong. The error is in the proof of `h2`, which needs a positive term in the sum that `coeff_mul` gives for the coefficient of x^(i+j) in `p ^ 2`. The term chosen is the pair `(i, j)`, and Lean must be shown that this pair is in the sum's index set, the antidiagonal of `i + j`. The attempt uses `Finset.mem_antidiagonal.2 rfl`, as if the lemma asked only for the equation between the sums. The message shows that the lemma of this name asks for three things, namely that each component belongs to a given set and that the components have the required sum. `rfl` proves an equation and cannot prove this conjunction.

The repair replaces the term with `by simp`, which proves the membership from the goal itself and doesn't depend on what the lemma of that name says.

The other message is only a warning that `finset_sum_coeff` is deprecated, and the change to `finsetSum_coeff` is tidying.

The change, after which it compiles:

```diff
@@ -78,5 +78,5 @@
   rw [← hE] at hmem
   have hc := coeff_eq_zero_of_mem hmem hij hm
-  rw [coeff_sub, finset_sum_coeff, coeff_one, if_neg (by omega), sub_zero] at hc
+  rw [coeff_sub, finsetSum_coeff, coeff_one, if_neg (by omega), sub_zero] at hc
   -- no cancellation is possible, since all coefficients are nonnegative
   have hp1 : ∀ l, 0 ≤ p.coeff l := by
@@ -104,5 +104,5 @@
     rw [sq, coeff_mul]
     exact Finset.sum_pos' (fun x _ => mul_nonneg (hp1 _) (hp1 _))
-      ⟨(i, j), Finset.mem_antidiagonal.2 rfl, mul_pos hpi hpj⟩
+      ⟨(i, j), by simp, mul_pos hpi hpj⟩
   refine (Finset.sum_pos' (fun k _ => ?_)
     ⟨2, Finset.mem_range.2 (by omega), ?_⟩).ne' hc
```
